# The one-channel Breit–Wigner S-matrix of positive width has modulus one at real energy

For a single isolated resonance in one channel, with no background phase, the S-matrix is taken to be S(E) = (E − R − iG/2)/(E − R + iG/2), where R is the resonance energy and G its width. The lemma `norm_resonanceS` states that |S(E)| = 1 for every real E and R and every G > 0, which is unitarity in the one-channel case. The attempt first shows, as the step `h`, that the numerator is the complex conjugate of the denominator. Since conjugation preserves the modulus and the denominator is nonzero, the quotient of the two moduli is then one.

The failing Lean file:

```lean
import Mathlib

open Complex MeasureTheory

namespace PredissociationTimeDelay

noncomputable section

/-- The one-channel S-matrix of a resonance at energy `R` with width `G`, as a function of the
real energy `E`; its domain is `G ≠ 0` or `E ≠ R`. -/
def resonanceS (R G E : ℝ) : ℂ :=
  ((E : ℂ) - R - (G : ℂ) / 2 * I) / ((E : ℂ) - R + (G : ℂ) / 2 * I)

/-- For positive width the denominator of the S-matrix has no zero at real energy. -/
theorem denominator_ne_zero {G : ℝ} (hG : 0 < G) (R E : ℝ) :
    (E : ℂ) - R + (G : ℂ) / 2 * I ≠ 0 := by
  intro h
  have him := congrArg Complex.im h
  simp at him
  linarith

/-- At real energy the S-matrix of a resonance of positive width has modulus one. -/
theorem norm_resonanceS {G : ℝ} (hG : 0 < G) (R E : ℝ) : ‖resonanceS R G E‖ = 1 := by
  -- the numerator is the complex conjugate of the denominator
  have h : (E : ℂ) - R - (G : ℂ) / 2 * I
      = starRingEnd ℂ ((E : ℂ) - R + (G : ℂ) / 2 * I) := by
    apply Complex.ext <;> simp
  rw [resonanceS, h, norm_div, RCLike.norm_conj,
    div_self (norm_ne_zero_iff.mpr (denominator_ne_zero hG R E))]

end

end PredissociationTimeDelay
```

Compiling this gives:

```
Main.lean:26:57: error: unsolved goals
case a
G : ℝ
hG : 0 < G
R E : ℝ
⊢ (↑G / (starRingEnd ℂ) 2).im = 0

case a
G : ℝ
hG : 0 < G
R E : ℝ
⊢ G / 2 = (↑G / (starRingEnd ℂ) 2).re
```

Diagnosis. The error is in the proof of `h`. `Complex.ext` splits the equation into real and imaginary parts, and `simp` carries the conjugation inwards but leaves `(starRingEnd ℂ) 2`, the conjugate of the numeral 2, unevaluated. One goal remains from each part: that `↑G / (starRingEnd ℂ) 2` has imaginary part 0, and that its real part is `G / 2`. Both are true, and both would follow once the conjugate of 2 was replaced by 2.

The repair supplies that fact as `h2`, proved by `map_ofNat`, since a ring homomorphism fixes numerals. It also drops the split into parts. `simp only` takes the conjugation through the sum, difference, product and quotient, then evaluates it on the real numbers, on `I` and, by `h2`, on 2. The right-hand side becomes E − R + (G/2)(−I), which `ring` identifies with the left-hand side.

Lean accepts the file once it reads:

```diff
@@ -25,5 +25,7 @@
   have h : (E : ℂ) - R - (G : ℂ) / 2 * I
       = starRingEnd ℂ ((E : ℂ) - R + (G : ℂ) / 2 * I) := by
-    apply Complex.ext <;> simp
+    have h2 : starRingEnd ℂ (2 : ℂ) = 2 := map_ofNat (starRingEnd ℂ) 2
+    simp only [map_add, map_sub, map_mul, map_div₀, Complex.conj_ofReal, Complex.conj_I, h2]
+    ring
   rw [resonanceS, h, norm_div, RCLike.norm_conj,
     div_self (norm_ne_zero_iff.mpr (denominator_ne_zero hG R E))]
```
